# Leading-order multispin REDOR dephasing is half the sum of squared phases

One observed spin is coupled to \(N\) passive spins-1/2. Passive spin \(k\) contributes the phase \(s_kp_k\), where \(p_k\) is real and \(s_k=1\) for up, \(-1\) for down. The signal at fixed orientation is the average over all spin states,

\[
S(p)=\frac1{2^N}\sum_{s\in\{1,-1\}^N}\cos\Big(\sum_k s_kp_k\Big),\qquad Q=\sum_k p_k^2 .
\]

It equals 1 when all phases vanish, so \(1-S\) is the normalised dephasing. In Lean, `ι` labels the passive spins, a function `s : ι → Bool` is a spin state, and `spinSign` turns it into signs.

A powder is a finite set `O` of orientations \(o\) with weights \(w_o\). At dephasing time \(t\), coupling \(d_k\) produces the phase \(d_kg_{ko}t\), where \(g_{ko}\) is its orientation factor and constant prefactors are absorbed into \(d_k\). Time is a continuous real variable, although an experiment samples whole rotor periods.

```lean
import Mathlib

open Filter Topology

namespace MultispinREDOR

noncomputable section

variable {ι κ O : Type*} [Fintype ι] [DecidableEq ι] [Fintype κ] [DecidableEq κ] [Fintype O]

/-- The sign with which a passive spin-1/2 contributes to the phase: `1` for up, `-1` for down. -/
def spinSign (b : Bool) : ℝ := if b then 1 else -1

/-- The REDOR signal at fixed orientation: the cosine of the total dephasing phase, averaged over
all up/down states of the passive spins, where spin `k` contributes the phase `± p k`. -/
def redorSignal (p : ι → ℝ) : ℝ :=
  (∑ s : ι → Bool, Real.cos (∑ k, spinSign (s k) * p k)) / 2 ^ Fintype.card ι

/-- The powder signal at dephasing time `t`: a sum over orientations `o` with weights `w o`, where
coupling `d k` acts with the orientation factor `g k o`. -/
def powderSignal (w : O → ℝ) (g : ι → O → ℝ) (d : ι → ℝ) (t : ℝ) : ℝ :=
  ∑ o, w o * redorSignal (fun k => d k * g k o * t)
```

In this idealised model, with perfect pulses, no relaxation and no couplings among the passive spins, and with the same mean squared orientation factor for all couplings, the leading short-time term of a REDOR powder curve depends on the couplings only through the sum of their squares. With two or more passive spins, this sum does not in general determine the individual distances.

## Passive spins that are unpolarised and uncorrelated

This assumption sits in the definition of `redorSignal`: all \(2^N\) states have equal weight. By hand, expanding a product of two-term sums gives

\[
\prod_k\left(e^{ip_k}+e^{-ip_k}\right)=\sum_s e^{i\sum_k s_kp_k}.
\]

The left side is \(2^N\prod_k\cos p_k\). Taking real parts and dividing by \(2^N\) gives \(S(p)=\prod_k\cos p_k\).

In the proof, `hk` evaluates each factor, `h` expands the product, `hs` combines the exponentials, and `hre` takes real parts.

```lean
/-- The average over passive spin states factorises into one cosine per coupled spin. -/
theorem redorSignal_eq_prod (p : ι → ℝ) : redorSignal p = ∏ k, Real.cos (p k) := by
  -- the two states of one spin add up to twice a cosine
  have hk : ∀ k, ∑ b : Bool, Complex.exp (((spinSign b * p k : ℝ) : ℂ) * Complex.I)
      = ((2 * Real.cos (p k) : ℝ) : ℂ) := by
    intro k
    have h1 : spinSign true * p k = p k := by simp [spinSign]
    have h2 : spinSign false * p k = -p k := by simp [spinSign]
    rw [Fintype.sum_bool, h1, h2]
    simp only [Complex.exp_mul_I]
    push_cast
    simp only [Complex.cos_neg, Complex.sin_neg]
    ring
  -- expanding the product runs over all spin states
  have h : ∏ k, ∑ b : Bool, Complex.exp (((spinSign b * p k : ℝ) : ℂ) * Complex.I)
      = ∑ s : ι → Bool, ∏ k, Complex.exp (((spinSign (s k) * p k : ℝ) : ℂ) * Complex.I) := by
    rw [Finset.prod_univ_sum, Fintype.piFinset_univ]
  have hs : ∀ s : ι → Bool,
      ∏ k, Complex.exp (((spinSign (s k) * p k : ℝ) : ℂ) * Complex.I)
      = Complex.exp (((∑ k, spinSign (s k) * p k : ℝ) : ℂ) * Complex.I) := by
    intro s
    rw [← Complex.exp_sum, ← Finset.sum_mul, ← Complex.ofReal_sum]
  rw [Finset.prod_congr rfl (fun k _ => hk k), Finset.sum_congr rfl (fun s _ => hs s),
    ← Complex.ofReal_prod] at h
  have hre := congrArg Complex.re h
  rw [Complex.ofReal_re, Complex.re_sum,
    Finset.sum_congr rfl (fun s _ => Complex.exp_ofReal_mul_I_re _),
    Finset.prod_mul_distrib, Finset.prod_const, Finset.card_univ] at hre
  rw [redorSignal, ← hre]
  exact mul_div_cancel_left₀ _ (by positivity)
```

If two passive spins were always in the same state, the average would be \(\cos(p_1+p_2)\). Its second-order term contains \(p_1p_2\), which disappears only when \(s_1s_2\) averages to zero.

## Real phases of any size

Real phases describe coherent precession. They need not be small. The first step is the single-spin bound

\[
\cos p\le 1-\frac{p^2}{2}+\frac{p^4}{8}.
\]

If \(p^2\ge4\), the right side is \(1+p^2(p^2-4)/8\ge1\). Otherwise put \(x=|p|/2<1\). From \(x\le\tan x\) follows \(x^2(1-\sin^2x)\le\sin^2x\), and \(\sin x\le x\) then gives \(\sin^2x\ge x^2-x^4\). Hence \(\cos p=1-2\sin^2x\le1-2x^2+2x^4\), which is the bound. The proof makes the same case split; `hlow` and `hup` are the two squared inequalities.

```lean
/-- A quartic upper bound on the cosine, valid for every real argument. -/
theorem cos_le_quartic (p : ℝ) : Real.cos p ≤ 1 - p ^ 2 / 2 + p ^ 4 / 8 := by
  by_cases h : 4 ≤ p ^ 2
  · nlinarith [Real.cos_le_one p, mul_nonneg (sq_nonneg p) (sub_nonneg.2 h)]
  · obtain ⟨x, hx⟩ : ∃ x, |p| = 2 * x := ⟨|p| / 2, by ring⟩
    have hx0 : 0 ≤ x := by linarith [abs_nonneg p]
    have hp2 : p ^ 2 = 4 * x ^ 2 := by rw [← sq_abs, hx]; ring
    have hp4 : p ^ 4 = 16 * x ^ 4 := by
      calc p ^ 4 = (p ^ 2) ^ 2 := by ring
        _ = 16 * x ^ 4 := by rw [hp2]; ring
    have hx1 : x < 1 := by nlinarith
    have hcos : 0 < Real.cos x := Real.cos_pos_of_mem_Ioo
      ⟨by linarith [Real.pi_gt_three], by linarith [Real.pi_gt_three]⟩
    -- the half angle satisfies x ≤ tan x
    have htan := Real.le_tan hx0 (by linarith [Real.pi_gt_three])
    rw [Real.tan_eq_sin_div_cos, le_div_iff₀ hcos] at htan
    have h0 : 0 ≤ x * Real.cos x := mul_nonneg hx0 hcos.le
    have hlow := pow_le_pow_left₀ h0 htan 2
    have hup := pow_le_pow_left₀ (h0.trans htan) (Real.sin_le hx0) 2
    rw [mul_pow, Real.cos_sq'] at hlow
    have hc : Real.cos p = 1 - 2 * Real.sin x ^ 2 := by
      rw [← Real.cos_abs p, hx, Real.cos_two_mul, Real.cos_sq']
      ring
    rw [hc, hp2, hp4]
    nlinarith [mul_le_mul_of_nonneg_left hup (sq_nonneg x)]
```

Now add spins one at a time. Let \(P\) be the product of cosines so far, \(R\) the corresponding sum of squares, \(D=1-P\), and \(e=1-\cos p_a\) for the new spin \(a\). Then

\[
1-P\cos p_a=e+D-eD,\qquad 0\le eD\le\frac{p_a^2R}{4}.
\]

Here \(D\ge0\) because \(|P|\le1\), while \(e\le p_a^2/2\) and \(D\le R/2\). Dropping \(-eD\) gives the upper bound \((R+p_a^2)/2\). For the lower bound,

\[
e+D-eD\ge\frac{p_a^2}{2}-\frac{p_a^4}{8}+\frac R2-\frac{R^2}{8}-\frac{p_a^2R}{4}
=\frac{R+p_a^2}{2}-\frac{(R+p_a^2)^2}{8}.
\]

Starting from no spins, where everything is zero, this proves

\[
\frac Q2-\frac{Q^2}{8}\le1-S(p)\le\frac Q2 .
\]

The Lean induction runs over finite sets of spins; its `hlow` and `hup` bound the cross term \(eD\), and `nlinarith` collects the terms.

```lean
/-- The multispin dephasing lies between `Q/2 - Q²/8` and `Q/2`, where `Q` is the sum of the
squared phases. -/
theorem dephasing_bounds (p : ι → ℝ) :
    (∑ k, p k ^ 2) / 2 - (∑ k, p k ^ 2) ^ 2 / 8 ≤ 1 - redorSignal p ∧
      1 - redorSignal p ≤ (∑ k, p k ^ 2) / 2 := by
  rw [redorSignal_eq_prod]
  induction (Finset.univ : Finset ι) using Finset.induction_on with
  | empty => simp
  | insert a s ha ih =>
    rw [Finset.sum_insert ha, Finset.prod_insert ha]
    have habs : |∏ k ∈ s, Real.cos (p k)| ≤ 1 := by
      rw [Finset.abs_prod]
      exact Finset.prod_le_one (fun _ _ => abs_nonneg _) (fun _ _ => Real.abs_cos_le_one _)
    have hP : 0 ≤ 1 - ∏ k ∈ s, Real.cos (p k) := by linarith [(abs_le.1 habs).2]
    have hc : 0 ≤ 1 - Real.cos (p a) := by linarith [Real.cos_le_one (p a)]
    have hc2 : 1 - Real.cos (p a) ≤ p a ^ 2 / 2 := by
      linarith [Real.one_sub_sq_div_two_le_cos (x := p a)]
    -- the cross term of the two dephasings is non-negative and at most quartic
    have hlow := mul_nonneg hc hP
    have hup := mul_le_mul hc2 ih.2 hP (by positivity)
    have hq := cos_le_quartic (p a)
    constructor
    · nlinarith [ih.1]
    · nlinarith [ih.2]
```

For phases \(0.3\) and \(0.4\), \(Q=0.25\) and the dephasing is \(1-0.9553\times0.9211\approx0.1201\), between \(0.1172\) and \(0.1250\).

## Equal sums of squared phases

The hypothesis `h` says that two spin systems, possibly with different numbers of passive spins, share the same \(Q\). Both dephasings then lie in one interval of length \(Q^2/8\), so the signals differ by at most that much. The proof rewrites the second pair of bounds with `h` and finishes with `linarith`.

```lean
/-- Two spin systems with the same sum of squared phases `Q` have signals that differ by at most
`Q²/8`, whatever the numbers of passive spins. -/
theorem signal_difference_le (p : ι → ℝ) (q : κ → ℝ) (h : ∑ k, p k ^ 2 = ∑ k, q k ^ 2) :
    |redorSignal p - redorSignal q| ≤ (∑ k, p k ^ 2) ^ 2 / 8 := by
  have hp := dephasing_bounds p
  have hq := dephasing_bounds q
  rw [← h] at hq
  rw [abs_le]
  constructor <;> linarith [hp.1, hp.2, hq.1, hq.2]
```

A single phase \(0.5\) also has \(Q=0.25\). Its dephasing is \(0.1224\), which differs from the value above by about \(0.0023\), within the allowed \(0.0078\). Without equal sums the estimate fails: the single phases \(0\) and \(\pi\) give signals \(1\) and \(-1\), while the first has \(Q=0\).

## Phases proportional to time

At fixed orientation, constant dephasing frequencies \(\omega_k\) give \(p_k=\omega_kt\). With \(Q_\omega=\sum_k\omega_k^2\), dividing the bounds by \(t^2\) for \(t\ne0\) gives

\[
\frac{Q_\omega}{2}-\frac{Q_\omega^2t^2}{8}\le\frac{1-S}{t^2}\le\frac{Q_\omega}{2}.
\]

Both sides tend to \(Q_\omega/2\). In Lean, `hb` supplies the bounds, `hlim` the limit of the lower one, and `𝓝[≠] 0` means that \(t\) approaches zero without reaching it. If the phases grew as \(t^2\) instead, the ratio would tend to zero.

```lean
/-- At fixed orientation, the dephasing divided by the squared time tends at short times to half
the sum of the squared dephasing frequencies. -/
theorem initial_curvature (ω : ι → ℝ) :
    Tendsto (fun t : ℝ => (1 - redorSignal (fun k => ω k * t)) / t ^ 2) (𝓝[≠] 0)
      (𝓝 ((∑ k, ω k ^ 2) / 2)) := by
  obtain ⟨Q, hQ⟩ : ∃ Q, Q = ∑ k, ω k ^ 2 := ⟨_, rfl⟩
  rw [← hQ]
  have hb : ∀ t : ℝ, Q * t ^ 2 / 2 - (Q * t ^ 2) ^ 2 / 8 ≤ 1 - redorSignal (fun k => ω k * t) ∧
      1 - redorSignal (fun k => ω k * t) ≤ Q * t ^ 2 / 2 := by
    intro t
    have hs : ∑ k, (ω k * t) ^ 2 = Q * t ^ 2 := by
      simp only [mul_pow, ← Finset.sum_mul, hQ]
    have h := dephasing_bounds (fun k => ω k * t)
    simp only [hs] at h
    exact h
  have hlim : Tendsto (fun t : ℝ => Q / 2 - Q ^ 2 / 8 * t ^ 2) (𝓝[≠] 0) (𝓝 (Q / 2)) := by
    have hcont : Continuous (fun t : ℝ => Q / 2 - Q ^ 2 / 8 * t ^ 2) := by fun_prop
    have h := (hcont.tendsto 0).mono_left (nhdsWithin_le_nhds (s := {0}ᶜ))
    simpa using h
  -- squeeze between the two dephasing bounds
  refine tendsto_of_tendsto_of_tendsto_of_le_of_le' hlim tendsto_const_nhds ?_ ?_
  all_goals
    filter_upwards [self_mem_nhdsWithin] with t ht
    have ht0 : t ≠ 0 := ht
    have ht2 : 0 < t ^ 2 := by positivity
  · rw [le_div_iff₀ ht2]
    nlinarith [(hb t).1]
  · rw [div_le_iff₀ ht2]
    nlinarith [(hb t).2]
```

## Orientation weights that sum to one

The hypothesis `hw` normalises the powder signal to 1 at \(t=0\). It allows the dephasing to be written as

\[
1-S_{\mathrm{powder}}(t)=\sum_o w_o\,(1-S_o(t)),
\]

where \(S_o\) is the signal at orientation \(o\). This is `hsum` in the proof. With one orientation of weight \(1/2\), the left side tends to \(1/2\), and its quotient by \(t^2\) diverges.

## One mean squared orientation factor for all couplings

The hypothesis `hg` requires \(\sum_o w_og_{ko}^2=c\) for every \(k\). In an ideal isotropic powder, each internuclear direction samples the sphere uniformly, so dipolar couplings with the same orientation function share this mean. For a finite orientation set it is an assumption. It enters when the sums are exchanged:

\[
\sum_o\frac{w_o}{2}\sum_k d_k^2g_{ko}^2
=\frac12\sum_k d_k^2\sum_o w_og_{ko}^2
=\frac c2\sum_k d_k^2 .
\]

The proof does this in `hlim`, and `tendsto_finsetSum` adds the limits of the single orientations.

```lean
/-- If the orientation weights sum to one and every coupling has the same mean squared orientation
factor `c`, the powder dephasing divided by the squared time tends at short times to `c/2` times the
sum of the squared couplings. -/
theorem powder_initial_curvature (w : O → ℝ) (g : ι → O → ℝ) (d : ι → ℝ) (c : ℝ)
    (hw : ∑ o, w o = 1) (hg : ∀ k, ∑ o, w o * g k o ^ 2 = c) :
    Tendsto (fun t : ℝ => (1 - powderSignal w g d t) / t ^ 2) (𝓝[≠] 0)
      (𝓝 (c / 2 * ∑ k, d k ^ 2)) := by
  have hlim : ∑ o, w o * ((∑ k, (d k * g k o) ^ 2) / 2) = c / 2 * ∑ k, d k ^ 2 := by
    calc ∑ o, w o * ((∑ k, (d k * g k o) ^ 2) / 2)
        = ∑ o, ∑ k, d k ^ 2 / 2 * (w o * g k o ^ 2) := by
          refine Finset.sum_congr rfl fun o _ => ?_
          rw [Finset.sum_div, Finset.mul_sum]
          exact Finset.sum_congr rfl fun k _ => by ring
      _ = ∑ k, d k ^ 2 / 2 * c := by
          rw [Finset.sum_comm]
          exact Finset.sum_congr rfl fun k _ => by rw [← Finset.mul_sum, hg k]
      _ = c / 2 * ∑ k, d k ^ 2 := by
          rw [Finset.mul_sum]
          exact Finset.sum_congr rfl fun k _ => by ring
  -- add up the weighted limits of the single orientations
  have h := tendsto_finsetSum Finset.univ (fun o (_ : o ∈ Finset.univ) =>
    (initial_curvature (fun k => d k * g k o)).const_mul (w o))
  rw [← hlim]
  refine h.congr fun t => ?_
  have hsum : 1 - powderSignal w g d t
      = ∑ o, w o * (1 - redorSignal (fun k => d k * g k o * t)) := by
    simp only [powderSignal, mul_sub, mul_one, Finset.sum_sub_distrib, hw]
  rw [hsum, Finset.sum_div]
  exact Finset.sum_congr rfl fun o _ => (mul_div_assoc _ _ _).symm
```

Without `hg`, take one orientation of weight 1 with factors \(1\) and \(0\). The couplings \((1,0)\) and \((0,1)\) have equal sums of squares, but the limits are \(1/2\) and \(0\).

Both powder conditions are met by a deliberately simple set: two orientations of weight \(1/2\), each activating one of two couplings, with \(c=1/2\).

```lean
/-- Two equally weighted orientations, each of which activates one of two couplings, meet the
powder conditions with mean squared orientation factor `1/2`. -/
theorem powder_initial_curvature_witness :
    (∑ _o : Fin 2, (1 / 2 : ℝ)) = 1 ∧
      ∀ k : Fin 2, ∑ o : Fin 2, (1 / 2 : ℝ) * (if k = o then (1 : ℝ) else 0) ^ 2 = 1 / 2 := by
  refine ⟨by norm_num, fun k => ?_⟩
  simp [ite_pow]
```

## Short times

Equal \(Q\) does not make whole curves equal. Four couplings of frequency \(\omega\) and one of frequency \(2\omega\) share \(Q_\omega=4\omega^2\). When \(\omega t=\pi/2\), the signals are \(\cos^4(\pi/2)=0\) and \(\cos\pi=-1\). The proof evaluates both through the product formula. At fixed orientation, later data can therefore distinguish systems that agree at leading order.

```lean
/-- Four passive spins with phase `π/2` each and one passive spin with phase `π` have the same sum
of squared phases, but their signals are `0` and `-1`. -/
theorem same_sum_different_signal :
    (∑ _k : Fin 4, (Real.pi / 2) ^ 2 = ∑ _k : Fin 1, Real.pi ^ 2) ∧
      redorSignal (fun _ : Fin 4 => Real.pi / 2) = 0 ∧
      redorSignal (fun _ : Fin 1 => Real.pi) = -1 := by
  refine ⟨?_, ?_, ?_⟩
  · simp only [Finset.sum_const, Finset.card_univ, Fintype.card_fin, nsmul_eq_mul]
    push_cast
    ring
  · simp [redorSignal_eq_prod]
  · simp [redorSignal_eq_prod]

end

end MultispinREDOR
```

```lean
#print axioms MultispinREDOR.dephasing_bounds
-- 'MultispinREDOR.dephasing_bounds' depends on axioms: [propext, Classical.choice, Quot.sound]
#print axioms MultispinREDOR.signal_difference_le
-- 'MultispinREDOR.signal_difference_le' depends on axioms: [propext, Classical.choice, Quot.sound]
#print axioms MultispinREDOR.powder_initial_curvature
-- 'MultispinREDOR.powder_initial_curvature' depends on axioms: [propext, Classical.choice, Quot.sound]
#print axioms MultispinREDOR.same_sum_different_signal
-- 'MultispinREDOR.same_sum_different_signal' depends on axioms: [propext, Classical.choice, Quot.sound]
```
